# Periodizing an open-cluster Toeplitz matrix keeps a real lattice function within its range

After a cluster calculation with open boundaries, a code often turns a site-space matrix $A_{ij}$ into a function of momentum by periodization:

$$P(k)=\frac1L\sum_{i,j=0}^{L-1}A_{ij}\,e^{ik(i-j)} .$$

Here $L\ge1$ is the number of sites in a one-dimensional cluster with unit spacing. The first $i$ in an exponent is the imaginary unit; any other $i$ labels a site. Suppose that the matrix is cut out of a translation-invariant lattice quantity, $A_{ij}=s_{i-j}$, with finitely many nonzero coefficients $s_r$ and $S(k)=\sum_r s_re^{ikr}$. Then

$$P(k)=\sum_{|r|<L}\Bigl(1-\frac{|r|}{L}\Bigr)s_r e^{ikr},$$

and if $S$ is real at all momenta, $\min S\le P(k)\le\max S$.

## Where a periodization routine meets the bound

In cluster extensions of dynamical mean-field theory, the bound applies to a static, real $S$ whose cluster matrix is exactly Toeplitz, such as a hopping band. It gives a check on a routine that implements the formula above, with its prefactor $1/L$: for such an input, output outside the range of $S$, up to rounding, signals an error in the routine, for example in its phases or normalisation.

A sharper check uses $S(k)=-2t\cos k$, with hopping amplitude $t$. The routine must return $(1-1/L)S(k)$, which is three quarters of the band for four sites and zero for one.

## From pair counting to a weighted average

For $|r|<L$, exactly $L-|r|$ ordered pairs $(i,j)$ have $i-j=r$. Dividing by $L$ gives the triangular weights.

For the bound, take $N\ge L$ grid momenta $q_n=2\pi n/N$, $n=0,\dots,N-1$, with $|r|+L\le N$ whenever $s_r\ne0$. For an integer $m$ with $0<|m|<N$, the ratio $z=e^{2\pi im/N}$ satisfies $z\ne1$ and $z^N=1$, so

$$\sum_n e^{iq_nm}=\frac{z^N-1}{z-1}=0 .$$

For $m=0$ the sum is $N$. Define the Fejér kernel

$$F_L(p)=\frac1L\Bigl|\sum_{j=0}^{L-1}e^{ipj}\Bigr|^2=\frac1L\sum_{i,j}e^{ip(i-j)}\ge0 .$$

Then

$$\frac1N\sum_nF_L(k-q_n)S(q_n)=\frac1{LN}\sum_{i,j}\sum_r s_re^{ik(i-j)}\sum_ne^{iq_n(r-i+j)} .$$

Since $|r-i+j|\le|r|+L-1<N$, only $r=i-j$ survives, and the right side is $P(k)$.

For $S=1$ the first formula gives $P=1$, so the nonnegative weights $F_L(k-q_n)/N$ sum to one. Thus $P(k)$ is an average of real values of $S$: it is real and lies between the smallest and largest of them. Subtracting the bounds at two momenta gives $|P(k)-P(k')|\le\max S-\min S$.

If $s_r=0$ for $|r|>L$, the triangular weights $1-|r|/L$ also give the finite-size error,

$$P(k)-S(k)=-\frac1L\sum_r|r|s_re^{ikr},$$

because the term at $|r|=L$ has weight zero. If all coefficients sit at one distance $d\le L$, this becomes $P=(1-d/L)S$.

## The Lean file

```lean
import Mathlib

open Finset

namespace ClusterPeriodization

noncomputable section

/-- The plane wave `exp(ikr)` at momentum `k` and integer separation `r`. -/
def wave (k : ℝ) (r : ℤ) : ℂ := Complex.exp (Complex.I * k * r)

/-- The lattice function `S(k) = ∑ r, s_r exp(ikr)` with finitely many coefficients `s_r`. -/
def dispersion (s : ℤ →₀ ℂ) (k : ℝ) : ℂ := ∑ r ∈ s.support, s r * wave k r

/-- The open-cluster matrix on `L` sites, with entries `s_(i-j)`. -/
def clusterMatrix (s : ℤ →₀ ℂ) (L : ℕ) : Matrix (Fin L) (Fin L) ℂ :=
  Matrix.of fun i j => s (((i : ℕ) : ℤ) - ((j : ℕ) : ℤ))

/-- Periodization of a matrix on a cluster of `L ≥ 1` sites:
`(1/L) ∑ i j, A_ij exp(ik(i-j))`. -/
def periodize {L : ℕ} (A : Matrix (Fin L) (Fin L) ℂ) (k : ℝ) : ℂ :=
  1 / (L : ℂ) * ∑ i : Fin L, ∑ j : Fin L,
    A i j * wave k (((i : ℕ) : ℤ) - ((j : ℕ) : ℤ))

/-- The momentum `2πn/N` of a grid with `N ≥ 1` points. -/
def gridMomentum (N n : ℕ) : ℝ := 2 * Real.pi * n / N

/-- The Fejér kernel `|∑ j < L, exp(ipj)|² / L` of a cluster of `L ≥ 1` sites. -/
def fejerKernel (L : ℕ) (p : ℝ) : ℝ := ‖∑ j ∈ range L, wave p (j : ℤ)‖ ^ 2 / L

/-- The sum of `f (i - j)` over all ordered pairs of sites in an open chain of `L` sites equals the
sum of `(L - |r|) * f r` over the separations `r` with `|r| < L`. -/
theorem sum_pairs (f : ℤ → ℂ) (L : ℕ) :
    ∑ i ∈ range L, ∑ j ∈ range L, f ((i : ℤ) - (j : ℤ)) =
      ∑ r ∈ Ioo (-(L : ℤ)) L, ((L : ℂ) - ((|r| : ℤ) : ℂ)) * f r := by
  have hsymm : ∀ M : ℕ, ∑ r ∈ Ioo (-((M : ℤ) + 1)) ((M : ℤ) + 1), f r =
      f 0 + ∑ i ∈ range M, (f ((i : ℤ) + 1) + f (-((i : ℤ) + 1))) := by
    intro M
    induction M with
    | zero =>
      have : Ioo (-(((0 : ℕ) : ℤ) + 1)) (((0 : ℕ) : ℤ) + 1) = {0} := by
        ext r
        simp only [mem_Ioo, mem_singleton]
        omega
      rw [this]
      simp
    | succ M ih =>
      have : Ioo (-(((M + 1 : ℕ) : ℤ) + 1)) (((M + 1 : ℕ) : ℤ) + 1) =
          insert ((M : ℤ) + 1) (insert (-((M : ℤ) + 1))
            (Ioo (-((M : ℤ) + 1)) ((M : ℤ) + 1))) := by
        ext r
        simp only [mem_Ioo, mem_insert]
        omega
      rw [this, sum_insert (by simp only [mem_insert, mem_Ioo]; omega),
        sum_insert (by simp only [mem_Ioo]; omega), ih, sum_range_succ]
      ring
  induction L with
  | zero => simp
  | succ L ih =>
    -- separations of length exactly L carry weight zero in the smaller cluster
    have hsplit : ∑ r ∈ Ioo (-((L : ℤ) + 1)) ((L : ℤ) + 1),
        ((L : ℂ) - ((|r| : ℤ) : ℂ)) * f r =
        ∑ r ∈ Ioo (-(L : ℤ)) L, ((L : ℂ) - ((|r| : ℤ) : ℂ)) * f r := by
      symm
      apply sum_subset
      · intro r hr
        simp only [mem_Ioo] at *
        omega
      · intro r hr hn
        simp only [mem_Ioo] at hr hn
        have : |r| = (L : ℤ) := by rcases abs_cases r with h | h <;> omega
        rw [this]
        simp
    have hR : ∑ r ∈ Ioo (-((L : ℤ) + 1)) ((L : ℤ) + 1),
        ((L : ℂ) + 1 - ((|r| : ℤ) : ℂ)) * f r =
        ∑ r ∈ Ioo (-((L : ℤ) + 1)) ((L : ℤ) + 1), ((L : ℂ) - ((|r| : ℤ) : ℂ)) * f r +
        ∑ r ∈ Ioo (-((L : ℤ) + 1)) ((L : ℤ) + 1), f r := by
      rw [← sum_add_distrib]
      exact sum_congr rfl fun r _ => by ring
    have e1 : ∑ i ∈ range L, f ((i : ℤ) - L) = ∑ i ∈ range L, f (-((i : ℤ) + 1)) := by
      refine (sum_range_reflect (fun i : ℕ => f ((i : ℤ) - L)) L).symm.trans
        (sum_congr rfl fun i hi => ?_)
      have := mem_range.1 hi
      show f (((L - 1 - i : ℕ) : ℤ) - L) = f (-((i : ℤ) + 1))
      congr 1
      omega
    have e2 : ∑ i ∈ range L, f ((L : ℤ) - i) = ∑ i ∈ range L, f ((i : ℤ) + 1) := by
      refine (sum_range_reflect (fun i : ℕ => f ((L : ℤ) - i)) L).symm.trans
        (sum_congr rfl fun i hi => ?_)
      have := mem_range.1 hi
      show f ((L : ℤ) - ((L - 1 - i : ℕ) : ℤ)) = f ((i : ℤ) + 1)
      congr 1
      omega
    simp only [Nat.cast_add, Nat.cast_one]
    rw [hR, hsplit, ← ih, hsymm]
    simp only [sum_range_succ, sum_add_distrib, sub_self]
    rw [e1, e2]
    ring

/-- Periodizing the open-cluster matrix multiplies each coefficient with `|r| < L` by
`1 - |r|/L` and drops the others, for `L ≥ 1`. -/
theorem periodize_eq_fejer (s : ℤ →₀ ℂ) {L : ℕ} (hL : 0 < L) (k : ℝ) :
    periodize (clusterMatrix s L) k =
      ∑ r ∈ Ioo (-(L : ℤ)) L, (1 - ((|r| : ℤ) : ℂ) / L) * (s r * wave k r) := by
  have h := sum_pairs (fun r => s r * wave k r) L
  simp only [Finset.sum_range] at h
  have hL' : (L : ℂ) ≠ 0 := by exact_mod_cast hL.ne'
  have hc : 1 / (L : ℂ) * L = 1 := one_div_mul_cancel hL'
  simp only [periodize, clusterMatrix, Matrix.of_apply]
  rw [h, mul_sum]
  refine sum_congr rfl fun r _ => ?_
  linear_combination (s r * wave k r) * hc

/-- Orthogonality on a grid of `N` momenta: for `|m| < N` the plane waves `exp(iqm)` sum to
`N` if `m = 0` and to zero otherwise. -/
theorem grid_sum (N : ℕ) (m : ℤ) (hm : |m| < N) :
    ∑ n ∈ range N, wave (gridMomentum N n) m = if m = 0 then (N : ℂ) else 0 := by
  have h0 := abs_nonneg m
  have hN : (N : ℂ) ≠ 0 := by
    have : N ≠ 0 := by omega
    exact_mod_cast this
  have hc : (N : ℂ) * (2 * (Real.pi : ℂ) / N) = 2 * Real.pi := by field_simp
  split_ifs with h
  · subst h
    simp [wave]
  · have hpow : ∀ n : ℕ, wave (gridMomentum N n) m = wave (2 * Real.pi / N) m ^ n := by
      intro n
      simp only [wave, gridMomentum]
      rw [← Complex.exp_nat_mul]
      congr 1
      push_cast
      ring
    have h1 : wave (2 * Real.pi / N) m ^ N = 1 := by
      rw [wave, ← Complex.exp_nat_mul, Complex.exp_eq_one_iff]
      refine ⟨m, ?_⟩
      push_cast
      linear_combination (Complex.I * m) * hc
    have h2 : wave (2 * Real.pi / N) m ≠ 1 := by
      intro hw
      rw [wave, Complex.exp_eq_one_iff] at hw
      obtain ⟨n, hn⟩ := hw
      push_cast at hn
      have e : (m : ℂ) = n * N := by
        apply mul_left_cancel₀ Complex.two_pi_I_ne_zero
        linear_combination (N : ℂ) * hn - Complex.I * m * hc
      have e' : m = n * N := by exact_mod_cast e
      have hn0 : n ≠ 0 := by
        intro hz
        exact h (by rw [e', hz, zero_mul])
      rw [e', abs_mul, Nat.abs_cast] at hm
      nlinarith [Int.one_le_abs hn0, (Nat.cast_nonneg N : (0 : ℤ) ≤ N)]
    rw [sum_congr rfl fun n _ => hpow n, geom_sum_eq h2, h1]
    simp

/-- The Fejér kernel is the double sum of `exp(ip(i-j))` over the cluster sites, divided
by `L`. -/
theorem fejerKernel_eq (L : ℕ) (p : ℝ) :
    (fejerKernel L p : ℂ) =
      1 / (L : ℂ) * ∑ i ∈ range L, ∑ j ∈ range L, wave p ((i : ℤ) - (j : ℤ)) := by
  have h : ((‖∑ j ∈ range L, wave p (j : ℤ)‖ ^ 2 : ℝ) : ℂ) =
      ∑ i ∈ range L, ∑ j ∈ range L, wave p ((i : ℤ) - (j : ℤ)) := by
    rw [← Complex.normSq_eq_norm_sq, ← Complex.mul_conj, map_sum, sum_mul_sum]
    refine sum_congr rfl fun i _ => sum_congr rfl fun j _ => ?_
    simp only [wave]
    rw [← Complex.exp_conj, ← Complex.exp_add]
    congr 1
    simp only [map_mul, Complex.conj_I, Complex.conj_ofReal, map_intCast]
    push_cast
    ring
  rw [fejerKernel, Complex.ofReal_div, h, Complex.ofReal_natCast]
  ring

/-- On a grid of `N ≥ L ≥ 1` momenta with `|r| + L ≤ N` for every nonzero coefficient `s_r`,
the periodized cluster function is the sum of `S` over the grid with Fejér weights. -/
theorem periodize_eq_average (s : ℤ →₀ ℂ) {L N : ℕ} (hL : 0 < L) (hLN : L ≤ N)
    (hN : ∀ r ∈ s.support, |r| + (L : ℤ) ≤ N) (k : ℝ) :
    periodize (clusterMatrix s L) k = ∑ n ∈ range N,
      ((fejerKernel L (k - gridMomentum N n) / N : ℝ) : ℂ) *
        dispersion s (gridMomentum N n) := by
  have hL' : (L : ℂ) ≠ 0 := by exact_mod_cast hL.ne'
  have hN' : (N : ℂ) ≠ 0 := by exact_mod_cast (hL.trans_le hLN).ne'
  have hP : periodize (clusterMatrix s L) k = 1 / (L : ℂ) * ∑ i ∈ range L, ∑ j ∈ range L,
      s ((i : ℤ) - (j : ℤ)) * wave k ((i : ℤ) - (j : ℤ)) := by
    simp only [periodize, clusterMatrix, Matrix.of_apply, Finset.sum_range]
  have hwave : ∀ (q : ℝ) (d r : ℤ),
      wave (k - q) d * wave q r = wave k d * wave q (r - d) := by
    intro q d r
    simp only [wave]
    rw [← Complex.exp_add, ← Complex.exp_add]
    congr 1
    push_cast
    ring
  have key : ∀ q : ℝ, (∑ i ∈ range L, ∑ j ∈ range L, wave (k - q) ((i : ℤ) - (j : ℤ))) *
      dispersion s q = ∑ i ∈ range L, ∑ j ∈ range L, ∑ r ∈ s.support,
        s r * wave k ((i : ℤ) - (j : ℤ)) * wave q (r - ((i : ℤ) - (j : ℤ))) := by
    intro q
    rw [dispersion, sum_mul]
    refine sum_congr rfl fun i _ => ?_
    rw [sum_mul]
    refine sum_congr rfl fun j _ => ?_
    rw [mul_sum]
    refine sum_congr rfl fun r _ => ?_
    linear_combination s r * hwave q ((i : ℤ) - (j : ℤ)) r
  -- the grid sum selects the coefficient with r = i - j
  have total : ∑ n ∈ range N, (∑ i ∈ range L, ∑ j ∈ range L,
      wave (k - gridMomentum N n) ((i : ℤ) - (j : ℤ))) * dispersion s (gridMomentum N n) =
      N * ∑ i ∈ range L, ∑ j ∈ range L,
        s ((i : ℤ) - (j : ℤ)) * wave k ((i : ℤ) - (j : ℤ)) := by
    rw [sum_congr rfl fun n _ => key (gridMomentum N n), sum_comm, mul_sum]
    refine sum_congr rfl fun i hi => ?_
    rw [sum_comm, mul_sum]
    refine sum_congr rfl fun j hj => ?_
    rw [sum_comm]
    have hi' := mem_range.1 hi
    have hj' := mem_range.1 hj
    calc _ = ∑ r ∈ s.support, if r = (i : ℤ) - (j : ℤ) then
          (N : ℂ) * (s ((i : ℤ) - (j : ℤ)) * wave k ((i : ℤ) - (j : ℤ))) else 0 := by
          refine sum_congr rfl fun r hr => ?_
          have hb : |r - ((i : ℤ) - (j : ℤ))| < N := by
            have := hN r hr
            rw [abs_lt]
            rcases abs_cases r with h | h <;> constructor <;> omega
          rw [← mul_sum, grid_sum N _ hb]
          by_cases h : r = (i : ℤ) - (j : ℤ)
          · rw [if_pos (sub_eq_zero.2 h), if_pos h, h]
            ring
          · rw [if_neg (sub_ne_zero.2 h), if_neg h, mul_zero]
      _ = _ := by
          rw [sum_ite_eq']
          split_ifs with h
          · rfl
          · rw [Finsupp.notMem_support_iff.1 h]
            simp
  have hcancel : ∀ T : ℂ, 1 / ((N : ℂ) * L) * (N * T) = 1 / (L : ℂ) * T := by
    intro T
    field_simp
  rw [hP, ← hcancel, ← total, mul_sum]
  refine sum_congr rfl fun n _ => ?_
  rw [Complex.ofReal_div, fejerKernel_eq, Complex.ofReal_natCast]
  ring

/-- The Fejér weights of a cluster of `L ≥ 1` sites on a grid of `N ≥ L` momenta sum to one. -/
theorem sum_fejerWeight {L N : ℕ} (hL : 0 < L) (hLN : L ≤ N) (k : ℝ) :
    ∑ n ∈ range N, fejerKernel L (k - gridMomentum N n) / N = 1 := by
  -- apply the averaging formula to the constant function S = 1
  have h := periodize_eq_average (Finsupp.single 0 1) hL hLN (fun r hr => by
    rw [mem_singleton.1 (Finsupp.support_single_subset hr), abs_zero, zero_add]
    exact_mod_cast hLN) k
  have hS : ∀ q, dispersion (Finsupp.single 0 1) q = 1 := by
    intro q
    simp [dispersion, wave, Finsupp.support_single]
  have hP : periodize (clusterMatrix (Finsupp.single 0 1) L) k = 1 := by
    rw [periodize_eq_fejer _ hL, sum_eq_single 0]
    · simp [wave]
    · intro r _ hr
      simp [hr]
    · intro h0
      exact absurd (mem_Ioo.2 ⟨by omega, by omega⟩) h0
  simp only [hS, hP, mul_one] at h
  apply Complex.ofReal_injective
  rw [Complex.ofReal_sum, Complex.ofReal_one]
  exact h.symm

/-- If `S` is real at all momenta and `L ≥ 1`, the periodized cluster function is real, and
each of its values lies between two values of `S`. -/
theorem periodize_between (s : ℤ →₀ ℂ) (hS : ∀ q, (dispersion s q).im = 0)
    {L : ℕ} (hL : 0 < L) (k : ℝ) :
    (periodize (clusterMatrix s L) k).im = 0 ∧
      ∃ q₁ q₂ : ℝ, (dispersion s q₁).re ≤ (periodize (clusterMatrix s L) k).re ∧
        (periodize (clusterMatrix s L) k).re ≤ (dispersion s q₂).re := by
  -- choose a momentum grid fine enough to avoid aliasing
  obtain ⟨M, hM⟩ : ∃ M : ℕ, ∀ r ∈ s.support, r.natAbs ≤ M :=
    ⟨s.support.sup Int.natAbs, fun r hr => Finset.le_sup (f := Int.natAbs) hr⟩
  obtain ⟨N, hNdef⟩ : ∃ N : ℕ, N = M + L := ⟨_, rfl⟩
  have hLN : L ≤ N := by omega
  have hN : ∀ r ∈ s.support, |r| + (L : ℤ) ≤ N := by
    intro r hr
    have := hM r hr
    rw [Int.abs_eq_natAbs]
    omega
  have hw := sum_fejerWeight hL hLN k
  have hw0 : ∀ n, 0 ≤ fejerKernel L (k - gridMomentum N n) / N := by
    intro n
    unfold fejerKernel
    positivity
  have hne : (range N).Nonempty := ⟨0, mem_range.2 (by omega)⟩
  rw [periodize_eq_average s hL hLN hN k]
  constructor
  · rw [Complex.im_sum]
    refine sum_eq_zero fun n _ => ?_
    rw [Complex.im_ofReal_mul, hS, mul_zero]
  · obtain ⟨a, _, ha⟩ := exists_min_image (range N)
      (fun n => (dispersion s (gridMomentum N n)).re) hne
    obtain ⟨b, _, hb⟩ := exists_max_image (range N)
      (fun n => (dispersion s (gridMomentum N n)).re) hne
    refine ⟨gridMomentum N a, gridMomentum N b, ?_, ?_⟩
    · rw [Complex.re_sum, ← one_mul (dispersion s (gridMomentum N a)).re, ← hw, sum_mul]
      refine sum_le_sum fun n hn => ?_
      rw [Complex.re_ofReal_mul]
      exact mul_le_mul_of_nonneg_left (ha n hn) (hw0 n)
    · rw [Complex.re_sum, ← one_mul (dispersion s (gridMomentum N b)).re, ← hw, sum_mul]
      refine sum_le_sum fun n hn => ?_
      rw [Complex.re_ofReal_mul]
      exact mul_le_mul_of_nonneg_left (hb n hn) (hw0 n)

/-- For `S` real at all momenta and `L ≥ 1`, the values of the periodized function at two momenta
differ by at most some difference of two values of `S`, possibly taken at other momenta. -/
theorem contrast_le (s : ℤ →₀ ℂ) (hS : ∀ q, (dispersion s q).im = 0)
    {L : ℕ} (hL : 0 < L) (k k' : ℝ) :
    ∃ q q' : ℝ, |(periodize (clusterMatrix s L) k).re -
      (periodize (clusterMatrix s L) k').re| ≤
        (dispersion s q).re - (dispersion s q').re := by
  obtain ⟨_, a, b, ha, hb⟩ := periodize_between s hS hL k
  obtain ⟨_, a', b', ha', hb'⟩ := periodize_between s hS hL k'
  rcases le_total (periodize (clusterMatrix s L) k').re
    (periodize (clusterMatrix s L) k).re with h | h
  · exact ⟨b, a', by rw [abs_of_nonneg (by linarith)]; linarith⟩
  · exact ⟨b', a, by rw [abs_of_nonpos (by linarith)]; linarith⟩

/-- If no coefficient reaches further than the cluster length `L ≥ 1`, the periodized function
differs from `S` by exactly `-(1/L) ∑ r, |r| s_r exp(ikr)`. -/
theorem finite_size_error (s : ℤ →₀ ℂ) {L : ℕ} (hL : 0 < L)
    (hs : ∀ r ∈ s.support, |r| ≤ (L : ℤ)) (k : ℝ) :
    periodize (clusterMatrix s L) k = dispersion s k -
      1 / (L : ℂ) * ∑ r ∈ s.support, ((|r| : ℤ) : ℂ) * (s r * wave k r) := by
  have hL' : (L : ℂ) ≠ 0 := by exact_mod_cast hL.ne'
  have e1 : ∑ r ∈ Ioo (-(L : ℤ)) L, (1 - ((|r| : ℤ) : ℂ) / L) * (s r * wave k r) =
      ∑ r ∈ Icc (-(L : ℤ)) L, (1 - ((|r| : ℤ) : ℂ) / L) * (s r * wave k r) := by
    apply sum_subset Ioo_subset_Icc_self
    intro r hr hn
    simp only [mem_Icc, mem_Ioo] at hr hn
    have : |r| = (L : ℤ) := by rcases abs_cases r with h | h <;> omega
    rw [this, Int.cast_natCast, div_self hL', sub_self, zero_mul]
  have e2 : ∑ r ∈ s.support, (1 - ((|r| : ℤ) : ℂ) / L) * (s r * wave k r) =
      ∑ r ∈ Icc (-(L : ℤ)) L, (1 - ((|r| : ℤ) : ℂ) / L) * (s r * wave k r) := by
    apply sum_subset
    · intro r hr
      exact mem_Icc.2 (abs_le.1 (hs r hr))
    · intro r _ hn
      rw [Finsupp.notMem_support_iff.1 hn, zero_mul, mul_zero]
  rw [periodize_eq_fejer s hL, e1, ← e2, dispersion, mul_sum, ← sum_sub_distrib]
  exact sum_congr rfl fun r _ => by ring

/-- If all coefficients sit at one distance `d ≤ L`, with `L ≥ 1`, periodization rescales `S`
by the factor `1 - d/L`; nearest-neighbour hopping is the case `d = 1`. -/
theorem single_shell (s : ℤ →₀ ℂ) {L d : ℕ} (hL : 0 < L) (hdL : d ≤ L)
    (hd : ∀ r ∈ s.support, |r| = (d : ℤ)) (k : ℝ) :
    periodize (clusterMatrix s L) k = (1 - (d : ℂ) / L) * dispersion s k := by
  have h : ∑ r ∈ s.support, ((|r| : ℤ) : ℂ) * (s r * wave k r) = d * dispersion s k := by
    rw [dispersion, mul_sum]
    refine sum_congr rfl fun r hr => ?_
    rw [hd r hr, Int.cast_natCast]
  rw [finite_size_error s hL (fun r hr => by rw [hd r hr]; exact_mod_cast hdL), h]
  ring

end

end ClusterPeriodization
```

```lean
#print axioms ClusterPeriodization.periodize_between
#print axioms ClusterPeriodization.contrast_le
#print axioms ClusterPeriodization.single_shell
```

```
'ClusterPeriodization.periodize_between' depends on axioms: [propext, Classical.choice, Quot.sound]
'ClusterPeriodization.contrast_le' depends on axioms: [propext, Classical.choice, Quot.sound]
'ClusterPeriodization.single_shell' depends on axioms: [propext, Classical.choice, Quot.sound]
```

## What the theorems say, and for which matrices

The coefficients are `s : ℤ →₀ ℂ`, a finitely supported complex function; `dispersion s k` is $S(k)$. `clusterMatrix s L` is the Toeplitz matrix, while `periodize` accepts any $L\times L$ matrix. The hypothesis `hS` says that $S$ has zero imaginary part at every real momentum, as a Hermitian single-band hopping term does. The identity `periodize_eq_fejer` does not need it.

`periodize_between` states that $P(k)$ is real and supplies momenta `q₁` and `q₂` with $S(q_1)\le P(k)\le S(q_2)$. `contrast_le` bounds a difference of $P$ by a difference of $S$, generally at other momenta.

The proof replaces direct pair counting by induction on $L$ in `sum_pairs`: a new site adds each separation with $|r|\le L$ once. `grid_sum` is the geometric sum, and `fejerKernel_eq` expands the squared norm. `periodize_eq_average` exchanges the sums with `sum_comm` and selects $r=i-j$ with `sum_ite_eq'`. `sum_fejerWeight` inserts $S=1$. `periodize_between` then picks a sufficiently fine grid and compares the average term by term with the grid extrema; `contrast_le` treats the two signs of the difference. `finite_size_error` adds the zero-weight endpoints, and `single_shell` substitutes $|r|=d$.

A self-energy computed on an open cluster generally varies from edge to centre, so it is not of the form $s_{i-j}$ and the bound does not apply to it directly. The theorems also say nothing about a Green's function built from $P$ by inversion, or about clusters in higher dimensions.
